# Leaving the Boltzmann law invariant is not enough for the Crooks relation with the same kernel in reverse

A system with finitely many states is driven in steps: in step $k$ its energy is switched from $u_k$ to $u_{k+1}$ (in units of the thermal energy $k_{\mathrm B}T$, written kT in the Lean comments) at fixed state, which costs work, and then the system hops from $a$ to $b$ with probability $P_k(a,b)$. The forward process starts in equilibrium at the first energy, the reverse process in equilibrium at the last. The Crooks relation says that a path is then $e^{W-\Delta F}$ times as probable as its reversal, with $W$ the total work and $\Delta F$ the free-energy change, and the question is which hop probabilities in the reverse process make this true.

```lean
import Mathlib

open Finset

namespace CrooksRing

noncomputable section

variable {S : Type*} [Fintype S]

/-- The partition function of the energy `u`, given in units of kT. -/
def partitionFn (u : S → ℝ) : ℝ := ∑ s, Real.exp (-u s)

/-- The free energy in units of kT, for a non-empty state space. -/
def freeEnergy (u : S → ℝ) : ℝ := -Real.log (partitionFn u)

/-- The Boltzmann probability of the state `s`. -/
def boltz (u : S → ℝ) (s : S) : ℝ := Real.exp (-u s) / partitionFn u

/-- The work in units of kT along the path `x`: in step `k` the energy is switched from `u k`
to `u (k + 1)` while the system sits in `x k`. -/
def work (u : ℕ → S → ℝ) (n : ℕ) (x : ℕ → S) : ℝ :=
  ∑ k ∈ range n, (u (k + 1) (x k) - u k (x k))

/-- The probability of the path `x 0, ..., x n`, started from the Boltzmann law of `u 0`,
where `P k a b` is the probability to hop from `a` to `b` in step `k`. -/
def forwardProb (u : ℕ → S → ℝ) (P : ℕ → S → S → ℝ) (n : ℕ) (x : ℕ → S) : ℝ :=
  boltz (u 0) (x 0) * ∏ k ∈ range n, P k (x k) (x (k + 1))

/-- The probability of the reversed path `x n, ..., x 0`, started from the Boltzmann law of
`u n`, with the hop kernels `R k` applied in reverse order. -/
def reverseProb (u : ℕ → S → ℝ) (R : ℕ → S → S → ℝ) (n : ℕ) (x : ℕ → S) : ℝ :=
  boltz (u n) (x n) * ∏ k ∈ range n, R k (x (k + 1)) (x k)

/-- The dual kernel of `P` for the energy `u`. If `P` is a stochastic kernel that preserves the
Boltzmann law of `u`, this is the probability to hop from `y` to `x` when the process, started from
that law, is watched backwards in time. -/
def dualKernel (u : S → ℝ) (P : S → S → ℝ) (y x : S) : ℝ :=
  boltz u x * P x y / boltz u y

/-- The Boltzmann probability is the exponential of free energy minus energy. -/
theorem boltz_eq_exp (u : S → ℝ) (s : S) :
    boltz u s = Real.exp (freeEnergy u - u s) := by
  have hZ : 0 < partitionFn u :=
    Finset.sum_pos (fun _ _ => Real.exp_pos _) ⟨s, mem_univ s⟩
  rw [boltz, freeEnergy, sub_eq_add_neg, Real.exp_add,
    Real.exp_neg (Real.log (partitionFn u)), Real.exp_log hZ, div_eq_mul_inv, mul_comm]

/-- The hop probabilities of the dual kernel out of `y` sum to one exactly when one step of `P`
preserves the Boltzmann probability of `y`. -/
theorem dual_row_sum_iff (u : S → ℝ) (P : S → S → ℝ) (y : S) :
    ∑ x, dualKernel u P y x = 1 ↔ ∑ x, boltz u x * P x y = boltz u y := by
  have hy : boltz u y ≠ 0 := by
    rw [boltz_eq_exp]
    exact (Real.exp_pos _).ne'
  simp only [dualKernel]
  rw [← Finset.sum_div, div_eq_iff hy, one_mul]

/-- Crooks relation for a driven system: with the dual kernels in the reverse process, the
forward path probability is `exp (W - ΔF)` times the reversed one. -/
theorem crooks_dual (u : ℕ → S → ℝ) (P : ℕ → S → S → ℝ) (n : ℕ) (x : ℕ → S) :
    forwardProb u P n x = Real.exp (work u n x - (freeEnergy (u n) - freeEnergy (u 0))) *
      reverseProb u (fun k => dualKernel (u (k + 1)) (P k)) n x := by
  induction n with
  | zero => simp [forwardProb, reverseProb, work]
  | succ n ih =>
    simp only [forwardProb, reverseProb, work, prod_range_succ, sum_range_succ] at ih ⊢
    -- the hop: the dual kernel exchanges the two ends
    have h1 : boltz (u (n + 1)) (x (n + 1)) *
        dualKernel (u (n + 1)) (P n) (x (n + 1)) (x n) =
        boltz (u (n + 1)) (x n) * P n (x n) (x (n + 1)) := by
      have hb : boltz (u (n + 1)) (x (n + 1)) ≠ 0 := by
        rw [boltz_eq_exp]
        exact (Real.exp_pos _).ne'
      rw [dualKernel, mul_div_cancel₀ _ hb]
    -- the switch: the work accounts for the change of Boltzmann weight
    have h2 : Real.exp (∑ k ∈ range n, (u (k + 1) (x k) - u k (x k)) +
          (u (n + 1) (x n) - u n (x n)) - (freeEnergy (u (n + 1)) - freeEnergy (u 0))) *
          boltz (u (n + 1)) (x n) =
        Real.exp (∑ k ∈ range n, (u (k + 1) (x k) - u k (x k)) -
          (freeEnergy (u n) - freeEnergy (u 0))) * boltz (u n) (x n) := by
      rw [boltz_eq_exp, boltz_eq_exp, ← Real.exp_add, ← Real.exp_add]
      congr 1
      ring
    linear_combination P n (x n) (x (n + 1)) * ih -
      Real.exp (∑ k ∈ range n, (u (k + 1) (x k) - u k (x k)) +
          (u (n + 1) (x n) - u n (x n)) - (freeEnergy (u (n + 1)) - freeEnergy (u 0))) *
        (∏ k ∈ range n, dualKernel (u (k + 1)) (P k) (x (k + 1)) (x k)) * h1 -
      (∏ k ∈ range n, dualKernel (u (k + 1)) (P k) (x (k + 1)) (x k)) *
        P n (x n) (x (n + 1)) * h2

/-- If every kernel obeys detailed balance for the energy at which it acts, the Crooks relation
holds with the same kernels in the reverse process. -/
theorem crooks_of_detailed_balance (u : ℕ → S → ℝ) (P : ℕ → S → S → ℝ)
    (hP : ∀ k a b, boltz (u (k + 1)) a * P k a b = boltz (u (k + 1)) b * P k b a)
    (n : ℕ) (x : ℕ → S) :
    forwardProb u P n x = Real.exp (work u n x - (freeEnergy (u n) - freeEnergy (u 0))) *
      reverseProb u P n x := by
  -- detailed balance says that each kernel is its own dual
  have hdual : (fun k => dualKernel (u (k + 1)) (P k)) = P := by
    funext k b a
    have hb : boltz (u (k + 1)) b ≠ 0 := by
      rw [boltz_eq_exp]
      exact (Real.exp_pos _).ne'
    rw [dualKernel, div_eq_iff hb, hP k a b, mul_comm]
  have h := crooks_dual u P n x
  rwa [hdual] at h

/-- For a fixed energy and a fixed kernel, the Crooks relation with the same kernel in reverse
holds for all paths exactly when the kernel obeys detailed balance. -/
theorem static_crooks_iff (u : S → ℝ) (P : S → S → ℝ) :
    (∀ (n : ℕ) (x : ℕ → S), forwardProb (fun _ => u) (fun _ => P) n x =
      Real.exp (work (fun _ => u) n x - (freeEnergy u - freeEnergy u)) *
        reverseProb (fun _ => u) (fun _ => P) n x) ↔
    ∀ a b, boltz u a * P a b = boltz u b * P b a := by
  constructor
  · intro h a b
    -- a single hop from a to b is enough
    have h1 := h 1 (fun k => if k = 0 then a else b)
    simpa [forwardProb, reverseProb, work] using h1
  · intro h n x
    exact crooks_of_detailed_balance (fun _ => u) (fun _ => P) (fun _ => h) n x

/-- Zero energy on the ring of three states. -/
def flat : Fin 3 → ℝ := fun _ => 0

/-- Hops on the ring of three states: forward with probability 2/3, backward with 1/3. -/
def ringHop (a b : Fin 3) : ℝ :=
  if b = a + 1 then 2 / 3 else if b = a - 1 then 1 / 3 else 0

/-- At zero energy the Boltzmann law on the ring is uniform. -/
theorem boltz_flat (a : Fin 3) : boltz flat a = 1 / 3 := by
  simp [boltz, partitionFn, flat]

/-- The hop probabilities out of each state of the ring sum to one, and the uniform law is
invariant. -/
theorem ring_invariant :
    (∀ a, ∑ b, ringHop a b = 1) ∧ ∀ b, ∑ a, (1 / 3 : ℝ) * ringHop a b = 1 / 3 := by
  constructor
  · intro a
    fin_cases a <;> simp +decide [ringHop, Fin.sum_univ_three] <;> norm_num
  · intro b
    fin_cases b <;> simp +decide [ringHop, Fin.sum_univ_three] <;> norm_num

/-- For `n` forward hops on the ring, work and free-energy change vanish, yet the path is `2 ^ n`
times as probable as its reversal under the same kernel, which has positive probability. -/
theorem ring_violates_crooks (n : ℕ) (x : ℕ → Fin 3) (hx : ∀ k < n, x (k + 1) = x k + 1) :
    work (fun _ => flat) n x = 0 ∧ freeEnergy flat - freeEnergy flat = 0 ∧
    0 < reverseProb (fun _ => flat) (fun _ => ringHop) n x ∧
    forwardProb (fun _ => flat) (fun _ => ringHop) n x =
      2 ^ n * reverseProb (fun _ => flat) (fun _ => ringHop) n x := by
  have h1 : ∀ a : Fin 3, a ≠ a + 1 + 1 := by decide
  have h2 : ∀ a : Fin 3, a = a + 1 - 1 := by decide
  have hF : ∏ k ∈ range n, ringHop (x k) (x (k + 1)) = (2 / 3) ^ n := by
    rw [Finset.prod_congr rfl (g := fun _ => (2 / 3 : ℝ)), prod_const, card_range]
    intro k hk
    rw [hx k (mem_range.mp hk), ringHop, if_pos rfl]
  have hB : ∏ k ∈ range n, ringHop (x (k + 1)) (x k) = (1 / 3) ^ n := by
    rw [Finset.prod_congr rfl (g := fun _ => (1 / 3 : ℝ)), prod_const, card_range]
    intro k hk
    rw [hx k (mem_range.mp hk), ringHop, if_neg (h1 _), if_pos (h2 _)]
  have hp : (2 / 3 : ℝ) ^ n = 2 ^ n * (1 / 3) ^ n := by
    rw [← mul_pow]
    norm_num
  refine ⟨by simp [work], sub_self _, ?_, ?_⟩
  · rw [reverseProb, hB, boltz_flat]
    positivity
  · rw [forwardProb, reverseProb, hF, hB, boltz_flat, boltz_flat, hp]
    ring

/-- On the ring the dual kernel is the transposed kernel, and with it in the reverse process
every path is exactly as probable as its reversal. -/
theorem ring_transposed_restores :
    (∀ a b, dualKernel flat ringHop b a = ringHop a b) ∧
    ∀ (n : ℕ) (x : ℕ → Fin 3), forwardProb (fun _ => flat) (fun _ => ringHop) n x =
      reverseProb (fun _ => flat) (fun _ b a => ringHop a b) n x := by
  constructor
  · intro a b
    rw [dualKernel, boltz_flat, boltz_flat]
    ring
  · intro n x
    simp only [forwardProb, reverseProb, boltz_flat]

end

end CrooksRing
```

```lean
#print axioms CrooksRing.static_crooks_iff
#print axioms CrooksRing.ring_invariant
#print axioms CrooksRing.ring_violates_crooks
#print axioms CrooksRing.ring_transposed_restores
```

```
'CrooksRing.static_crooks_iff' depends on axioms: [propext, Classical.choice, Quot.sound]
'CrooksRing.ring_invariant' depends on axioms: [propext, Classical.choice, Quot.sound]
'CrooksRing.ring_violates_crooks' depends on axioms: [propext, Classical.choice, Quot.sound]
'CrooksRing.ring_transposed_restores' depends on axioms: [propext, Classical.choice, Quot.sound]
```

## Energies, paths and two kernels

For an energy $u$ on the state space `S`, `partitionFn u` is $Z=\sum_s e^{-u(s)}$, `freeEnergy u` is $F=-\log Z$, and `boltz u s` is the Boltzmann probability $\pi(s)=e^{-u(s)}/Z$. Below, $\pi_k$ and $F_k$ belong to the energy $u_k$, which is `u k` in Lean.

A path is a function `x : ℕ → S`, of which only the entries $x_0,\dots,x_n$ matter. Its work is
$$W=\sum_{k=0}^{n-1}\bigl[u_{k+1}(x_k)-u_k(x_k)\bigr].$$
Since the switch comes before the hop, the kernel $P_k$ acts at energy $u_{k+1}$. The forward process starts in equilibrium at $u_0$, so `forwardProb` is
$$\pi_0(x_0)\prod_{k=0}^{n-1}P_k(x_k,x_{k+1}).$$
The reverse process starts in equilibrium at $u_n$ and runs from $x_n$ back to $x_0$, with a kernel $R_k$ undoing hop $k$. Accordingly, `reverseProb` is
$$\pi_n(x_n)\prod_{k=0}^{n-1}R_k(x_{k+1},x_k).$$
The kernels keep their forward labels although they are applied in the opposite order.

The dual kernel is defined below. If $P$ is a stochastic kernel that leaves $\pi$ invariant, it is what an observer would infer from a film of the stationary process run backwards:
$$R(y,x)=\frac{\pi(x)\,P(x,y)}{\pi(y)}.$$
In Lean this is `dualKernel u P y x`, with the starting state of the backward hop as its first state argument.

## What is proved about driven paths

`crooks_dual` says that for any protocol, any number of steps and any path, the forward probability equals $e^{W-\Delta F}$ times the reversed one, with $\Delta F=F_n-F_0$, provided that the reverse process uses the dual kernels. It is a statement about single paths; the familiar ratio of forward and reverse work distributions needs a further sum over paths of equal work.

The theorem assumes nothing about `P`, which may be any real-valued function. The quantities `forwardProb` and `reverseProb` in it are path probabilities when each $P_k$ has non-negative entries and rows summing to one, and the dual rows sum to one as well. `dual_row_sum_iff` identifies the last condition: it holds exactly when $P_k$ leaves $\pi_{k+1}$ invariant. This is the part that invariance plays. It makes the dual process a proper process, but it does not make it the same as the original one.

Detailed balance does. `crooks_of_detailed_balance` assumes $\pi_{k+1}(a)P_k(a,b)=\pi_{k+1}(b)P_k(b,a)$ for all $k$, $a$, $b$, which means that in equilibrium every hop is as frequent as its opposite and no current circulates. The Crooks relation then holds with the same kernels in reverse. For a fixed energy and a fixed kernel, `static_crooks_iff` adds the converse: if the relation with the same kernel holds for all paths, the kernel obeys detailed balance.

## What is proved about the ring

The counter-example has three states on a ring, labelled by `Fin 3`, where addition is modulo 3. The energy `flat` is zero everywhere, and `ringHop` moves the system from $a$ to $a+1$ with probability $2/3$ and to $a-1$ with probability $1/3$. According to `boltz_flat` and `ring_invariant`, the Boltzmann law is uniform, the hop probabilities are normalised and the uniform law is invariant. A steady current nevertheless runs round the ring.

`ring_violates_crooks` considers $n$ successive forward hops. Work and free-energy change are zero, so the Crooks relation would demand equal probabilities. The forward path is instead $2^n$ times as probable as its reversal under the same kernel. The reversal has positive probability, so the relation fails for every $n\ge 1$; a single hop gives the ratio 2. `ring_transposed_restores` says that the dual kernel is here the transpose of `ringHop`, and that with it every path on the ring, whatever its hops, is exactly as probable as its reversal.

This matters for free-energy simulations that combine forward and reverse switching runs and relax the system with Monte Carlo moves, within a model of finitely many states and Markov hops: sweeping through the particles in a fixed order can preserve the Boltzmann law without obeying detailed balance. If each single-particle move obeys detailed balance, the dual of such a sweep is the sweep in the opposite order, and this is the one to use in the reverse runs. Molecular dynamics with momenta is not covered: there the reversed path also has its momenta reversed, which the path reversal used here leaves out.

## The derivation, with its Lean steps

**Boltzmann weight.** Since $e^{F}=1/Z$, we have $\pi(s)=e^{F-u(s)}$. This is `boltz_eq_exp`, and it also shows that $\pi(s)$ is positive, so that the dual kernel may divide by it.

**Row sums.** Summing the dual kernel over its end state gives
$$\sum_x R(y,x)=\frac{1}{\pi(y)}\sum_x\pi(x)P(x,y),$$
which is one exactly when the sum on the right equals $\pi(y)$.

**Crooks relation with dual kernels.** Let $A_n$ be the forward probability after $n$ steps, $B_n$ the reversed one with dual kernels, and $E_n=e^{W_n-(F_n-F_0)}$, where $W_n$ is the work in the first $n$ steps. The claim is $A_n=E_nB_n$. For $n=0$ there is no work and no hop, and both sides are $\pi_0(x_0)$.

For the induction step, let $R_k$ be the dual kernel of $P_k$ for the energy $u_{k+1}$, and write $D_n=\prod_{k=0}^{n-1}R_k(x_{k+1},x_k)$, so that $B_n=\pi_n(x_n)D_n$. The definition of the dual kernel gives
$$\pi_{n+1}(x_{n+1})\,R_n(x_{n+1},x_n)=\pi_{n+1}(x_n)\,P_n(x_n,x_{n+1}),$$
which is `h1` in the proof. The switch gives
$$E_{n+1}\,\pi_{n+1}(x_n)=E_n\,\pi_n(x_n),$$
which is `h2`. To see this, write both Boltzmann weights as exponentials: the exponent on the left is
$$W_n+u_{n+1}(x_n)-u_n(x_n)-F_{n+1}+F_0+F_{n+1}-u_{n+1}(x_n)=W_n+F_0-u_n(x_n),$$
and on the right $F_n$ cancels to leave the same expression. Therefore
$$\begin{aligned}E_{n+1}B_{n+1}&=E_{n+1}\,\pi_{n+1}(x_n)\,P_n(x_n,x_{n+1})\,D_n\\&=E_n\,\pi_n(x_n)\,D_n\,P_n(x_n,x_{n+1})\\&=A_n\,P_n(x_n,x_{n+1})=A_{n+1}.\end{aligned}$$
The final `linear_combination` assembles this chain from the induction hypothesis `ih`, `h1` and `h2`.

**Detailed balance.** If $\pi(a)P(a,b)=\pi(b)P(b,a)$, then $R(b,a)=\pi(a)P(a,b)/\pi(b)=P(b,a)$. Each kernel is its own dual. The proof records this as `hdual` and substitutes it into `crooks_dual`. For the static converse, take the path with the single hop from $a$ to $b$. Since $W=\Delta F=0$, the Crooks relation for this path reads $\pi(a)P(a,b)=\pi(b)P(b,a)$, which is detailed balance.

**Ring.** Each state is left with total probability $2/3+1/3=1$. It is entered from one neighbour with probability $2/3$ and from the other with $1/3$, so the uniform law is invariant; Lean checks the three states in turn. For $n$ forward hops the two path probabilities are
$$\frac13\left(\frac23\right)^n=2^n\cdot\frac13\left(\frac13\right)^n.$$
The products are `hF` and `hB`. The second needs the fact that a hop from $a+1$ to $a$ is a backward hop and not also a forward one, which is true on three states because $a\ne a+2$.

With a uniform Boltzmann law the weights in the dual kernel cancel, so $R(b,a)=P(a,b)$. The reversed path then collects the same factors as the forward path, and both start with weight $1/3$.

## Two hops in numbers

Take the path $0\to1\to2$. Its forward probability is $\frac13\cdot\frac23\cdot\frac23=\frac4{27}$. The reversal $2\to1\to0$ has probability $\frac13\cdot\frac13\cdot\frac13=\frac1{27}$ under the same kernel, a ratio of 4, and $\frac4{27}$ under the transposed one.

The path $0\to1\to0$ is its own reversal and has probability $\frac13\cdot\frac23\cdot\frac13=\frac2{27}$ in both directions. A check on this path alone would miss the violation.

## Which energy enters the dual kernel

The index of the energy in the dual kernel is easily chosen wrongly. Hop $k$ happens after the switch, so its dual must be built with $\pi_{k+1}$, as in `dualKernel (u (k + 1)) (P k)`. Using $\pi_k$ would multiply the backward probability from $y$ to $x$ by
$$\exp\bigl\{[u_{k+1}(x)-u_k(x)]-[u_{k+1}(y)-u_k(y)]\bigr\},$$
which differs from one whenever the switch shifts the two states by different amounts. The ring cannot reveal this error, because its energy never changes.
